# Best selected-CI spaces need not be nested: a three-determinant counterexample

Take two determinants of energy $1$, in arbitrary units, coupled by a matrix element $3$. Each alone has energy $1$, but their normalised antisymmetric combination has energy $1-3=-2$. Now add a determinant of energy $0$ that couples only weakly to one of them. It is the best single determinant, yet the best pair leaves it out. A selection that starts from the best determinant and never discards it cannot reach that pair.

The determinants are numbered $0,1,2$, and the strong coupling is kept as a parameter $w$:

$$H(w)=\begin{pmatrix}0&\tfrac1{10}&0\\ \tfrac1{10}&1&w\\ 0&w&1\end{pmatrix}.$$

In Lean 4 with Mathlib:

```lean
import Mathlib

open Matrix

namespace SelectedCI

noncomputable section

variable {n : Type*} [Fintype n]
```

## Energies of selected spaces

A selected space is a finite set $S$ of determinants, taken from a finite orthonormal list indexed by `n`. Its trial states are the real coefficient vectors $c$ with $c_i=0$ for $i\notin S$ and $c^{\mathsf T}c=1$.

```lean
/-- The normalised real CI vectors whose coefficients vanish outside the selected set `S`
of determinants. -/
def trialStates (S : Finset n) : Set (n → ℝ) :=
  {c | (∀ i, i ∉ S → c i = 0) ∧ c ⬝ᵥ c = 1}
```

The energy of a trial state is its expectation value $c^{\mathsf T}Hc$.

```lean
/-- The energy expression `cᵀ H c` of a real CI vector `c`. -/
def expectation (H : Matrix n n ℝ) (c : n → ℝ) : ℝ := c ⬝ᵥ H *ᵥ c
```

The energy of the space, written $E(S)$ below, is the infimum of this expression over the trial states. It concerns the lowest state only.

```lean
/-- The selected-CI energy of a nonempty set `S` of determinants: the infimum of `cᵀ H c`
over the normalised CI vectors supported on `S`. -/
def ciEnergy (H : Matrix n n ℝ) (S : Finset n) : ℝ :=
  sInf (expectation H '' trialStates S)
```

Spaces are compared at equal size. $S$ is the unique best space if $E(S)<E(T)$ for every other $T$ with as many determinants.

```lean
/-- `S` is the unique best selected space of its size: every other set with the same number
of determinants has a strictly higher selected-CI energy. -/
def IsUniqueBest (H : Matrix n n ℝ) (S : Finset n) : Prop :=
  ∀ T : Finset n, T.card = S.card → T ≠ S → ciEnergy H S < ciEnergy H T
```

The matrix $H(w)$ is a model and is not computed from molecular integrals. The element $\tfrac1{10}$ stands for a weak interaction with the lowest determinant, and $w$ for a strong interaction within a degenerate pair.

```lean
/-- The three-determinant Hamiltonian with diagonal `(0, 1, 1)`, a weak coupling `1/10` between
the first two determinants and a coupling `w` between the last two. -/
def hamiltonian (w : ℝ) : Matrix (Fin 3) (Fin 3) ℝ :=
  !![0, 1/10, 0; 1/10, 1, w; 0, w, 1]
```

## The infimum is attained

The conditions $c_i=0$ and $c^{\mathsf T}c=1$ define a closed set. Since $c_i^2\le\sum_j c_j^2=1$, every coefficient lies in $[-1,1]$, so the set is also bounded and hence compact. If $S$ contains a determinant $i$, the unit vector on $i$ is a trial state. The continuous function $c^{\mathsf T}Hc$ therefore has a minimum, and $E(S)$ is that minimum. In the code `hK` is the compactness, `hf` the continuity and `hne` the existence of a trial state.

```lean
/-- For a nonempty selected space the selected-CI energy is a minimum: some normalised CI vector
in the space attains it, and none lies below it. -/
theorem ciEnergy_isLeast (H : Matrix n n ℝ) {S : Finset n} (hS : S.Nonempty) :
    IsLeast (expectation H '' trialStates S) (ciEnergy H S) := by
  classical
  have h1 : IsClosed {c : n → ℝ | ∀ i, i ∉ S → c i = 0} := by
    simp only [Set.ofPred_forall]
    exact isClosed_iInter fun i => isClosed_iInter fun _ =>
      isClosed_eq (continuous_apply i) continuous_const
  have h2 : IsClosed {c : n → ℝ | c ⬝ᵥ c = 1} :=
    isClosed_eq (by simp only [dotProduct]; fun_prop) continuous_const
  have hclosed : IsClosed (trialStates S) := h1.inter h2
  -- normalised vectors lie in the unit cube, so the trial states form a compact set
  have hsub : trialStates S ⊆ Set.Icc (fun _ => (-1 : ℝ)) (fun _ => (1 : ℝ)) := by
    rintro c ⟨_, hn⟩
    have hb : ∀ i, c i * c i ≤ 1 := fun i => by
      rw [← hn]
      exact Finset.single_le_sum (f := fun j => c j * c j)
        (fun j _ => mul_self_nonneg (c j)) (Finset.mem_univ i)
    exact ⟨fun i => by nlinarith [hb i], fun i => by nlinarith [hb i]⟩
  have hK : IsCompact (trialStates S) := isCompact_Icc.of_isClosed_subset hclosed hsub
  have hf : Continuous (expectation H) := by
    unfold expectation
    simp only [dotProduct, Matrix.mulVec]
    fun_prop
  have hne : (trialStates S).Nonempty := by
    obtain ⟨i, hi⟩ := hS
    refine ⟨Pi.single i 1, fun j hj => ?_, by simp⟩
    have hji : j ≠ i := fun h => hj (h ▸ hi)
    simp [hji]
  exact (hK.image hf).isLeast_sInf (hne.image _)
```

Later proofs use both halves of this statement: a minimising vector gives lower bounds on $E(S)$, and any explicit trial state gives an upper bound.

## One determinant

A trial state on $\{i\}$ has a single coefficient $a$ with $a^2=1$, so its energy is $a^2H_{ii}=H_{ii}$.

```lean
/-- The selected-CI energy of a single determinant is its diagonal Hamiltonian element. -/
theorem ciEnergy_singleton (H : Matrix n n ℝ) (i : n) : ciEnergy H {i} = H i i := by
  classical
  obtain ⟨c, ⟨hc, hn⟩, h⟩ := (ciEnergy_isLeast H (Finset.singleton_nonempty i)).1
  obtain ⟨a, rfl⟩ : ∃ a, c = Pi.single i a := by
    refine ⟨c i, funext fun j => ?_⟩
    by_cases hj : j = i
    · subst hj
      simp
    · simp [hj, hc j (by simpa using hj)]
  have ha : a * a = 1 := by simpa using hn
  rw [← h]
  simp only [expectation, single_dotProduct, Matrix.mulVec, dotProduct_single]
  linear_combination H i i * ha
```

The three one-determinant energies of $H(w)$ are thus $0,1,1$.

## Two determinants

Multiplying out, with each off-diagonal element counted twice, gives

$$c^{\mathsf T}H(w)c=c_1^2+c_2^2+\tfrac15c_0c_1+2w\,c_1c_2 .$$

```lean
/-- The energy expression of the three-determinant Hamiltonian, written out in the
CI coefficients. -/
theorem expectation_hamiltonian (w : ℝ) (c : Fin 3 → ℝ) :
    expectation (hamiltonian w) c =
      c 1 ^ 2 + c 2 ^ 2 + 1/5 * c 0 * c 1 + 2 * w * c 1 * c 2 := by
  simp only [expectation, dotProduct, Matrix.mulVec, Fin.sum_univ_three]
  change c 0 * (0 * c 0 + 1/10 * c 1 + 0 * c 2) + c 1 * (1/10 * c 0 + 1 * c 1 + w * c 2)
    + c 2 * (0 * c 0 + w * c 1 + 1 * c 2) = _
  ring
```

On $\{0,1\}$ we have $c_2=0$ and $c_0^2+c_1^2=1$. Adding $\tfrac1{100}=\tfrac1{100}(c_0^2+c_1^2)$ completes a square:

$$c_1^2+\tfrac15c_0c_1+\tfrac1{100}=\left(\tfrac{c_0}{10}+c_1\right)^2+\tfrac{c_1^2}{100}\ge0 .$$

Hence $E(\{0,1\})\ge-\tfrac1{100}$. On $\{0,2\}$ we have $c_1=0$, and the energy is $c_2^2\ge0$. The squares are passed to `nlinarith` as hints.

```lean
/-- The selected-CI energy of the first and second determinants together is at least `-1/100`, and
that of the first and third together is at least `0`. -/
theorem pair_lower_bounds (w : ℝ) :
    -1/100 ≤ ciEnergy (hamiltonian w) {0, 1} ∧ 0 ≤ ciEnergy (hamiltonian w) {0, 2} := by
  constructor
  · obtain ⟨c, ⟨hc, hn⟩, h⟩ :=
      (ciEnergy_isLeast (hamiltonian w) (S := {0, 1}) (by simp)).1
    have h2 : c 2 = 0 := hc 2 (by decide)
    simp only [dotProduct, Fin.sum_univ_three] at hn
    rw [h2] at hn
    rw [← h, expectation_hamiltonian, h2]
    nlinarith [sq_nonneg (c 0 / 10 + c 1), sq_nonneg (c 1)]
  · obtain ⟨c, ⟨hc, _⟩, h⟩ :=
      (ciEnergy_isLeast (hamiltonian w) (S := {0, 2}) (by simp)).1
    have h1 : c 1 = 0 := hc 1 (by decide)
    rw [← h, expectation_hamiltonian, h1]
    nlinarith [sq_nonneg (c 2)]
```

On $\{1,2\}$ we have $c_0=0$ and $c_1^2+c_2^2=1$, so

$$1+2w\,c_1c_2=1-w+w(c_1+c_2)^2\ge1-w\qquad(w\ge0).$$

The vector $(0,s,-s)$ with $s^2=\tfrac12$ is normalised and has energy $2s^2-2ws^2=1-w$. The bound is attained, and $E(\{1,2\})=1-w$. The two halves of `le_antisymm` are the explicit vector and the completed square.

```lean
/-- For a coupling `w ≥ 0` the last two determinants together have selected-CI
energy `1 - w`. -/
theorem ciEnergy_coupled_pair {w : ℝ} (hw : 0 ≤ w) :
    ciEnergy (hamiltonian w) {1, 2} = 1 - w := by
  have hL := ciEnergy_isLeast (hamiltonian w) (S := {1, 2}) (by simp)
  apply le_antisymm
  · -- the antisymmetric combination attains the value
    obtain ⟨s, hs⟩ : ∃ s : ℝ, s * s = 1/2 :=
      ⟨√(1/2), Real.mul_self_sqrt (by norm_num)⟩
    have hmem : ![0, s, -s] ∈ trialStates ({1, 2} : Finset (Fin 3)) := by
      refine ⟨fun i hi => ?_, ?_⟩
      · have h0 : i = 0 := by revert i; decide
        subst h0
        rfl
      · simp only [dotProduct, Fin.sum_univ_three]
        change 0 * 0 + s * s + (-s) * (-s) = 1
        linear_combination 2 * hs
    have he : expectation (hamiltonian w) ![0, s, -s] = 1 - w := by
      rw [expectation_hamiltonian]
      change s ^ 2 + (-s) ^ 2 + 1/5 * 0 * s + 2 * w * s * (-s) = 1 - w
      linear_combination (2 - 2 * w) * hs
    exact he ▸ hL.2 ⟨_, hmem, rfl⟩
  · obtain ⟨c, ⟨hc, hn⟩, h⟩ := hL.1
    have h0 : c 0 = 0 := hc 0 (by decide)
    simp only [dotProduct, Fin.sum_univ_three] at hn
    rw [h0] at hn
    have e : w * (c 1 * c 1 + c 2 * c 2) = w := by linear_combination w * hn
    rw [← h, expectation_hamiltonian, h0]
    nlinarith [mul_nonneg hw (sq_nonneg (c 1 + c 2))]
```

## The best pair leaves out the best determinant

Let $w>\tfrac{101}{100}$. Physically, the stabilisation $w$ of the pair exceeds its energy $1$ above the lowest determinant by more than the $\tfrac1{100}$ that bounds the gain from the weak coupling. This condition is sufficient but not sharp, since $\tfrac1{100}$ slightly overestimates that gain. Then

$$E(\{1,2\})=1-w<-\tfrac1{100}\le E(\{0,1\}),\qquad E(\{1,2\})<0\le E(\{0,2\}).$$

So $\{1,2\}$ is the unique best pair. Among single determinants $0<1$ makes $\{0\}$ the unique best, and $\{0\}\not\subseteq\{1,2\}$. In the proof `decide` checks the stated list of competing sets of each size, and the earlier energies and bounds settle each comparison.

```lean
/-- For `w > 101/100` the first determinant is the unique best one-determinant space, while the
unique best two-determinant space consists of the other two, has energy `1 - w`, and does not
contain the first. -/
theorem optimal_spaces_not_nested {w : ℝ} (hw : 101/100 < w) :
    IsUniqueBest (hamiltonian w) {0} ∧ IsUniqueBest (hamiltonian w) {1, 2} ∧
      ciEnergy (hamiltonian w) {1, 2} = 1 - w ∧
      ¬ ({0} : Finset (Fin 3)) ⊆ {1, 2} := by
  have hE := ciEnergy_coupled_pair (w := w) (by linarith)
  obtain ⟨h01, h02⟩ := pair_lower_bounds w
  refine ⟨fun T hT hne => ?_, fun T hT hne => ?_, hE, by decide⟩
  · have key : ∀ T : Finset (Fin 3), T.card = ({0} : Finset (Fin 3)).card → T ≠ {0} →
        T = {1} ∨ T = {2} := by decide
    rcases key T hT hne with rfl | rfl
    · rw [ciEnergy_singleton, ciEnergy_singleton]
      change (0 : ℝ) < 1
      norm_num
    · rw [ciEnergy_singleton, ciEnergy_singleton]
      change (0 : ℝ) < 1
      norm_num
  · have key : ∀ T : Finset (Fin 3), T.card = ({1, 2} : Finset (Fin 3)).card → T ≠ {1, 2} →
        T = {0, 1} ∨ T = {0, 2} := by decide
    rcases key T hT hne with rfl | rfl <;> linarith
```

At $w=3$ the energy of the best pair is $-2$.

```lean
/-- With coupling `3` the unique best one-determinant space is the first determinant, and the
unique best two-determinant space is formed by the other two, with energy `-2`. -/
theorem counterexample_coupling_three :
    IsUniqueBest (hamiltonian 3) {0} ∧ IsUniqueBest (hamiltonian 3) {1, 2} ∧
      ciEnergy (hamiltonian 3) {1, 2} = -2 := by
  obtain ⟨h1, h2, h3, _⟩ := optimal_spaces_not_nested (w := 3) (by norm_num)
  exact ⟨h1, h2, by rw [h3]; norm_num⟩
```

## What greedy growth loses

A greedy step keeps $\{0\}$ and adds the determinant that lowers the variational energy most. The normalised vector $(\tfrac{60}{61},-\tfrac{11}{61},0)$ has energy

$$\frac{121}{3721}-\frac15\cdot\frac{660}{3721}=-\frac{11}{3721}<0,$$

so $E(\{0,1\})<0\le E(\{0,2\})$, and the step adds determinant $1$. Its error relative to $\{1,2\}$ is

$$E(\{0,1\})-E(\{1,2\})\ge-\tfrac1{100}-(1-w)=w-\tfrac{101}{100}.$$

This is at least $1.99$ for $w=3$, and the bound grows linearly with $w$.

```lean
/-- Starting from the first determinant, the greedy step adds the second rather than the third.
For `w ≥ 0` the resulting energy lies at least `w - 101/100` above that of the last two
determinants. -/
theorem greedy_error {w : ℝ} (hw : 0 ≤ w) :
    ciEnergy (hamiltonian w) {0, 1} < ciEnergy (hamiltonian w) {0, 2} ∧
      w - 101/100 ≤ ciEnergy (hamiltonian w) {0, 1} - ciEnergy (hamiltonian w) {1, 2} := by
  obtain ⟨h01, h02⟩ := pair_lower_bounds w
  have hE := ciEnergy_coupled_pair hw
  -- a trial state with a small admixture of the second determinant has negative energy
  have hmem : ![60/61, -11/61, 0] ∈ trialStates ({0, 1} : Finset (Fin 3)) := by
    refine ⟨fun i hi => ?_, ?_⟩
    · have h2 : i = 2 := by revert i; decide
      subst h2
      rfl
    · simp only [dotProduct, Fin.sum_univ_three]
      change (60/61 : ℝ) * (60/61) + (-11/61) * (-11/61) + 0 * 0 = 1
      norm_num
  have he : expectation (hamiltonian w) ![60/61, -11/61, 0] = -11/3721 := by
    rw [expectation_hamiltonian]
    change (-11/61 : ℝ) ^ 2 + 0 ^ 2 + 1/5 * (60/61) * (-11/61) + 2 * w * (-11/61) * 0 = -11/3721
    ring
  have hle : ciEnergy (hamiltonian w) {0, 1} ≤ expectation (hamiltonian w) ![60/61, -11/61, 0] :=
    (ciEnergy_isLeast (hamiltonian w) (S := {0, 1}) (by simp)).2 ⟨_, hmem, rfl⟩
  rw [he] at hle
  constructor <;> linarith

end

end SelectedCI
```

```lean
#print axioms SelectedCI.optimal_spaces_not_nested
-- 'SelectedCI.optimal_spaces_not_nested' depends on axioms: [propext, Classical.choice, Quot.sound]
#print axioms SelectedCI.counterexample_coupling_three
-- 'SelectedCI.counterexample_coupling_three' depends on axioms: [propext, Classical.choice, Quot.sound]
#print axioms SelectedCI.greedy_error
-- 'SelectedCI.greedy_error' depends on axioms: [propext, Classical.choice, Quot.sound]
```

For selected CI, this three-determinant model shows that adding determinants one at a time by variational energy, without removing any, can miss the best space of a given size. In this model the same holds for any other selection rule, perturbative estimates included, that starts from determinant $0$ and never removes it. The model does not say how often this happens for molecular Hamiltonians.

## A weaker coupling and a negative one

The condition on $w$ cannot be relaxed to $w\ge1$. At $w=1$ the pair $\{1,2\}$ has energy $0$, whereas the trial vector above puts $E(\{0,1\})$ below $0$. The best pair is then $\{0,1\}$, which contains the best single determinant.

The same argument handles a strong negative coupling, a variant given here only informally. Changing the sign of $c_2$ turns $H(w)$ into $H(-w)$ and leaves every selected space and the normalisation unchanged. For $w<-\tfrac{101}{100}$ the best spaces are therefore again $\{0\}$ and $\{1,2\}$. The pair now has energy $1+w$, attained by the symmetric combination.
